# The static independent-particle response is negative semidefinite when occupations do not increase with energy

For real orthonormal orbitals on a finite grid, with fixed occupations that do not increase with energy, the static independent-particle density response, summed over pairs of different energy, is symmetric, negative semidefinite and zero on constant potentials. If the orbitals are also complete, the occupations are Fermi–Dirac at positive temperature and the Hamiltonian connects the whole grid, then constants are the only potentials that induce no density in this response at fixed occupations.

In Lean 4 with Mathlib:

```lean
import Mathlib

open Matrix

namespace IndependentParticleResponse

noncomputable section

variable {ι G : Type*}

/-- The weight of a pair of orbitals: the difference quotient of occupations `f` with respect to
energies `e` if the energies differ, and zero if they are equal. -/
def weight (e f : ι → ℝ) (i j : ι) : ℝ :=
  if e i = e j then 0 else (f i - f j) / (e i - e j)

variable [Fintype ι]

/-- The independent-particle density response on the grid, summed over ordered pairs of orbitals;
`ψ i r` is the value of orbital `i` at grid point `r`. -/
def chi0 (ψ : Matrix ι G ℝ) (e f : ι → ℝ) : Matrix G G ℝ :=
  Matrix.of fun r s => ∑ i, ∑ j, weight e f i j * (ψ i r * ψ j r * ψ i s * ψ j s)

variable [Fintype G]

/-- The matrix element of the local potential `v` between orbitals `i` and `j`. -/
def transition (ψ : Matrix ι G ℝ) (v : G → ℝ) (i j : ι) : ℝ :=
  ∑ r, ψ i r * v r * ψ j r

/-- The density induced by `v` is a sum of orbital products, each multiplied by its pair weight
and by the matrix element of `v`. -/
theorem chi0_mulVec (ψ : Matrix ι G ℝ) (e f : ι → ℝ) (v : G → ℝ) (r : G) :
    (chi0 ψ e f *ᵥ v) r =
      ∑ i, ∑ j, weight e f i j * transition ψ v i j * (ψ i r * ψ j r) := by
  simp only [Matrix.mulVec, dotProduct, chi0, Matrix.of_apply, transition,
    Finset.sum_mul, Finset.mul_sum]
  rw [Finset.sum_comm]
  refine Finset.sum_congr rfl fun i _ => ?_
  rw [Finset.sum_comm]
  refine Finset.sum_congr rfl fun j _ => Finset.sum_congr rfl fun s _ => ?_
  ring

/-- The quadratic form of the response is the weighted sum of the squared matrix elements of the
potential. -/
theorem quadratic_form (ψ : Matrix ι G ℝ) (e f : ι → ℝ) (v : G → ℝ) :
    v ⬝ᵥ (chi0 ψ e f *ᵥ v) = ∑ i, ∑ j, weight e f i j * transition ψ v i j ^ 2 := by
  simp only [dotProduct, chi0_mulVec, Finset.mul_sum]
  rw [Finset.sum_comm]
  refine Finset.sum_congr rfl fun i _ => ?_
  rw [Finset.sum_comm]
  refine Finset.sum_congr rfl fun j _ => ?_
  have h : weight e f i j * transition ψ v i j ^ 2 =
      weight e f i j * transition ψ v i j * ∑ r, ψ i r * v r * ψ j r := by
    rw [sq, ← mul_assoc]
    rfl
  rw [h, Finset.mul_sum]
  refine Finset.sum_congr rfl fun r _ => ?_
  ring

omit [Fintype ι] in
/-- If occupations do not increase with energy, no pair weight is positive. -/
theorem weight_nonpos {e f : ι → ℝ} (hf : ∀ i j, e i < e j → f j ≤ f i) (i j : ι) :
    weight e f i j ≤ 0 := by
  unfold weight
  split_ifs with h
  · exact le_refl 0
  · rcases lt_or_gt_of_ne h with h | h
    · exact div_nonpos_of_nonneg_of_nonpos (by linarith [hf _ _ h]) (by linarith)
    · exact div_nonpos_of_nonpos_of_nonneg (by linarith [hf _ _ h]) (by linarith)

/-- A potential with no matrix elements between orbitals of different energy induces no density. -/
theorem no_response (ψ : Matrix ι G ℝ) (e f : ι → ℝ) (v : G → ℝ)
    (h : ∀ i j, e i ≠ e j → transition ψ v i j = 0) : chi0 ψ e f *ᵥ v = 0 := by
  ext r
  rw [chi0_mulVec]
  refine Finset.sum_eq_zero fun i _ => Finset.sum_eq_zero fun j _ => ?_
  by_cases hij : e i = e j
  · simp [weight, hij]
  · simp [h i j hij]

variable [DecidableEq ι]

/-- For orthonormal orbitals whose occupations do not increase with energy, the
independent-particle response is symmetric, negative semidefinite and annihilates constant
potentials. -/
theorem chi0_symm_nonpos_const (ψ : Matrix ι G ℝ) (e f : ι → ℝ) (horth : ψ * ψᵀ = 1)
    (hf : ∀ i j, e i < e j → f j ≤ f i) :
    (chi0 ψ e f).IsSymm ∧ (∀ v, v ⬝ᵥ (chi0 ψ e f *ᵥ v) ≤ 0) ∧
      ∀ c : ℝ, chi0 ψ e f *ᵥ (fun _ => c) = 0 := by
  refine ⟨Matrix.IsSymm.ext fun r s => ?_, fun v => ?_, fun c => ?_⟩
  · simp only [chi0, Matrix.of_apply]
    refine Finset.sum_congr rfl fun i _ => Finset.sum_congr rfl fun j _ => ?_
    ring
  · rw [quadratic_form]
    exact Finset.sum_nonpos fun i _ => Finset.sum_nonpos fun j _ =>
      mul_nonpos_iff.2 (Or.inr ⟨weight_nonpos hf i j, sq_nonneg _⟩)
  · -- a constant has no matrix element between orthogonal orbitals
    refine no_response ψ e f _ fun i j hij => ?_
    have hne : i ≠ j := fun h => hij (by rw [h])
    have h0 : ∑ r, ψ i r * ψ j r = 0 := by
      have h := congrFun (congrFun horth i) j
      rw [Matrix.one_apply_ne hne, Matrix.mul_apply] at h
      exact h
    calc transition ψ (fun _ => c) i j = c * ∑ r, ψ i r * ψ j r := by
          rw [transition, Finset.mul_sum]
          exact Finset.sum_congr rfl fun r _ => by ring
      _ = 0 := by rw [h0, mul_zero]

/-- The one-particle Hamiltonian on the grid built from orbitals `ψ` and energies `e`. -/
def hamiltonian (ψ : Matrix ι G ℝ) (e : ι → ℝ) : Matrix G G ℝ :=
  ψᵀ * Matrix.diagonal e * ψ

variable [DecidableEq G]

/-- Between orthonormal orbitals, the commutator of the Hamiltonian with a local potential has
the matrix element of the potential times the energy difference. -/
theorem commutator_element (ψ : Matrix ι G ℝ) (e : ι → ℝ) (v : G → ℝ) (horth : ψ * ψᵀ = 1)
    (i j : ι) :
    (ψ * (hamiltonian ψ e * diagonal v - diagonal v * hamiltonian ψ e) * ψᵀ) i j =
      (e i - e j) * transition ψ v i j := by
  have ht : (ψ * diagonal v * ψᵀ) i j = transition ψ v i j := by
    rw [Matrix.mul_apply]
    simp only [Matrix.mul_diagonal, Matrix.transpose_apply, transition]
  have key : ψ * (hamiltonian ψ e * diagonal v - diagonal v * hamiltonian ψ e) * ψᵀ =
      (ψ * ψᵀ) * (diagonal e * (ψ * diagonal v * ψᵀ)) -
        (ψ * diagonal v * ψᵀ) * diagonal e * (ψ * ψᵀ) := by
    simp only [hamiltonian, Matrix.mul_sub, Matrix.sub_mul, Matrix.mul_assoc]
  rw [key, horth, Matrix.one_mul, Matrix.mul_one, Matrix.sub_apply, Matrix.diagonal_mul,
    Matrix.mul_diagonal, ht]
  ring

/-- For a complete orthonormal set of orbitals whose occupations strictly decrease with energy, a
potential induces no density exactly when it is equal on any two points coupled by the
Hamiltonian. -/
theorem no_response_iff (ψ : Matrix ι G ℝ) (e f : ι → ℝ) (v : G → ℝ)
    (horth : ψ * ψᵀ = 1) (hcomp : ψᵀ * ψ = 1) (hf : ∀ i j, e i < e j → f j < f i) :
    chi0 ψ e f *ᵥ v = 0 ↔ ∀ r s, hamiltonian ψ e r s ≠ 0 → v r = v s := by
  have hC : ∀ r s, (hamiltonian ψ e * diagonal v - diagonal v * hamiltonian ψ e) r s =
      hamiltonian ψ e r s * (v s - v r) := fun r s => by
    rw [Matrix.sub_apply, Matrix.mul_diagonal, Matrix.diagonal_mul]
    ring
  have hel := commutator_element ψ e v horth
  generalize hamiltonian ψ e * diagonal v - diagonal v * hamiltonian ψ e = C at hC hel
  constructor
  · intro h r s hrs
    -- every term of the quadratic form vanishes
    have hq := quadratic_form ψ e f v
    rw [h, dotProduct_zero] at hq
    have hw : ∀ i j, weight e f i j * transition ψ v i j ^ 2 ≤ 0 := fun i j =>
      mul_nonpos_iff.2 (Or.inr ⟨weight_nonpos (fun a b hab => (hf a b hab).le) i j, sq_nonneg _⟩)
    have hz : ψ * C * ψᵀ = 0 := by
      ext i j
      rw [hel, Matrix.zero_apply]
      by_cases hij : e i = e j
      · rw [hij, sub_self, zero_mul]
      have h1 := (Finset.sum_eq_zero_iff_of_nonpos
        (fun i _ => Finset.sum_nonpos fun j _ => hw i j)).1 hq.symm i (Finset.mem_univ i)
      have h2 := (Finset.sum_eq_zero_iff_of_nonpos
        (fun j _ => hw i j)).1 h1 j (Finset.mem_univ j)
      have hfij : f i ≠ f j := by
        rcases lt_or_gt_of_ne hij with h | h
        · exact (hf _ _ h).ne'
        · exact (hf _ _ h).ne
      have hne : weight e f i j ≠ 0 := by
        rw [weight, if_neg hij]
        exact div_ne_zero (sub_ne_zero.2 hfij) (sub_ne_zero.2 hij)
      rw [(pow_eq_zero_iff two_ne_zero).1 ((mul_eq_zero.1 h2).resolve_left hne), mul_zero]
    -- completeness carries the vanishing commutator back to the grid
    have hC0 : C = 0 := by
      calc C = (ψᵀ * ψ) * C * (ψᵀ * ψ) := by rw [hcomp, Matrix.one_mul, Matrix.mul_one]
        _ = ψᵀ * (ψ * C * ψᵀ) * ψ := by simp only [Matrix.mul_assoc]
        _ = 0 := by rw [hz, Matrix.mul_zero, Matrix.zero_mul]
    have h3 := hC r s
    rw [hC0, Matrix.zero_apply] at h3
    linarith [(mul_eq_zero.1 h3.symm).resolve_left hrs]
  · intro h
    have hC0 : C = 0 := by
      ext r s
      rw [hC, Matrix.zero_apply]
      by_cases hrs : hamiltonian ψ e r s = 0
      · rw [hrs, zero_mul]
      · rw [h r s hrs, sub_self, mul_zero]
    refine no_response ψ e f v fun i j hij => ?_
    have h4 := hel i j
    rw [hC0, Matrix.mul_zero, Matrix.zero_mul, Matrix.zero_apply] at h4
    exact (mul_eq_zero.1 h4.symm).resolve_left (sub_ne_zero.2 hij)

/-- The Fermi-Dirac occupation at inverse temperature `β` and chemical potential `μ`. -/
def fermi (β μ x : ℝ) : ℝ := 1 / (Real.exp (β * (x - μ)) + 1)

/-- With Fermi-Dirac occupations at positive inverse temperature, a complete orthonormal set of
orbitals, and a Hamiltonian whose couplings connect the whole grid, only constant potentials
induce no density. -/
theorem fermi_no_response_iff_const (ψ : Matrix ι G ℝ) (e : ι → ℝ) (v : G → ℝ) {β : ℝ} (μ : ℝ)
    (hβ : 0 < β) (horth : ψ * ψᵀ = 1) (hcomp : ψᵀ * ψ = 1)
    (hconn : ∀ r s, Relation.ReflTransGen (fun a b => hamiltonian ψ e a b ≠ 0) r s) :
    chi0 ψ e (fun i => fermi β μ (e i)) *ᵥ v = 0 ↔ ∀ r s, v r = v s := by
  have hf : ∀ i j, e i < e j → fermi β μ (e j) < fermi β μ (e i) := fun i j hij => by
    have h1 : β * (e i - μ) < β * (e j - μ) := by nlinarith
    have h2 := Real.exp_lt_exp.2 h1
    exact one_div_lt_one_div_of_lt (by positivity) (by linarith)
  rw [no_response_iff ψ e _ v horth hcomp hf]
  refine ⟨fun h r s => ?_, fun h r s _ => h r s⟩
  -- follow a chain of couplings from r to s
  induction hconn r s with
  | refl => rfl
  | tail _ hbc ih => exact ih.trans (h _ _ hbc)

/-- The even and odd orbitals of a two-site dimer. -/
def dimer : Matrix (Fin 2) (Fin 2) ℝ :=
  !![√(1 / 2), √(1 / 2); √(1 / 2), -√(1 / 2)]

/-- The dimer orbitals are orthonormal and complete, and with energies -1 and 1 their Hamiltonian
is a single hopping term between the two sites, which connects the grid. -/
theorem dimer_witness :
    dimer * dimerᵀ = 1 ∧ dimerᵀ * dimer = 1 ∧
      hamiltonian dimer ![-1, 1] = !![0, -1; -1, 0] ∧
      ∀ r s, Relation.ReflTransGen (fun a b => hamiltonian dimer ![-1, 1] a b ≠ 0) r s := by
  have h : √(1 / 2 : ℝ) * √(1 / 2 : ℝ) = 1 / 2 := Real.mul_self_sqrt (by norm_num)
  have h1 : dimer * dimerᵀ = 1 := by
    unfold dimer
    generalize √(1 / 2 : ℝ) = a at h ⊢
    ext i j
    fin_cases i <;> fin_cases j <;> simp [Matrix.mul_apply, Fin.sum_univ_two] <;> linarith
  have hH : hamiltonian dimer ![-1, 1] = !![0, -1; -1, 0] := by
    unfold hamiltonian dimer
    generalize √(1 / 2 : ℝ) = a at h ⊢
    ext i j
    fin_cases i <;> fin_cases j <;>
      simp [Matrix.mul_apply, Fin.sum_univ_two, Matrix.diagonal_apply] <;> linarith
  refine ⟨h1, mul_eq_one_comm.1 h1, hH, fun r s => ?_⟩
  by_cases hrs : r = s
  · rw [hrs]
  · refine Relation.ReflTransGen.single ?_
    rw [hH]
    fin_cases r <;> fin_cases s <;> simp_all

end

end IndependentParticleResponse
```

```lean
#print axioms IndependentParticleResponse.chi0_symm_nonpos_const
#print axioms IndependentParticleResponse.fermi_no_response_iff_const
```

```
'IndependentParticleResponse.chi0_symm_nonpos_const' depends on axioms: [propext, Classical.choice, Quot.sound]
'IndependentParticleResponse.fermi_no_response_iff_const' depends on axioms: [propext, Classical.choice, Quot.sound]
```

## A response at fixed occupations

The entry `ψ i r` is the value \(\psi_i(r)\) of orbital \(i\) at grid point \(r\), with the volume element absorbed into the normalisation. Orthonormality is `ψ * ψᵀ = 1`; completeness is `ψᵀ * ψ = 1`. With energies \(e_i\) and occupations \(f_i\), `weight` is

\[
w_{ij}=\frac{f_i-f_j}{e_i-e_j}\quad(e_i\neq e_j),\qquad w_{ij}=0\quad(e_i=e_j),
\]

and `chi0` is

\[
\chi_0(r,s)=\sum_{i,j}w_{ij}\,\psi_i(r)\psi_j(r)\psi_i(s)\psi_j(s).
\]

If orbitals of equal energy are equally occupied, as with Fermi–Dirac occupations, the zero weight at equal energies means that the occupations stay fixed while the orbitals respond. If they are unequally occupied, the sum also leaves out any mixing between them by the potential. The equilibrium response at positive temperature adds terms with the derivative of the occupation function; at fixed chemical potential, a constant potential then changes the electron number. Complex orbitals, frequency dependence and interactions are not covered.

## The sign comes from squared matrix elements

For a local potential \(v\), let \(v_{ij}=\sum_r\psi_i(r)v(r)\psi_j(r)\), which is `transition`. Exchanging the finite sums gives `chi0_mulVec` and then `quadratic_form`:

\[
(\chi_0v)(r)=\sum_{i,j}w_{ij}v_{ij}\,\psi_i(r)\psi_j(r),\qquad
\sum_r v(r)(\chi_0v)(r)=\sum_{i,j}w_{ij}v_{ij}^2 .
\]

If \(e_i<e_j\), then \(f_i-f_j\ge0\) and \(e_i-e_j<0\), so \(w_{ij}\le0\). The opposite order reverses both signs. This is `weight_nonpos`, and it makes the quadratic form nonpositive.

Symmetry follows from exchanging \(r\) and \(s\) in each product. For a constant \(c\), orthonormality gives \(v_{ij}=c\,\delta_{ij}\). Different energies imply \(i\neq j\), so every contributing element vanishes, and `no_response` gives \(\chi_0c=0\). These three properties form `chi0_symm_nonpos_const`.

## Which potentials induce no density

Now let the orbitals be complete and the occupations strictly decreasing with energy. The Hamiltonian is \(H_{rs}=\sum_i e_i\psi_i(r)\psi_i(s)\). Write \(V\) for the diagonal matrix of \(v\).

If \(\chi_0v=0\), the sum of the nonpositive terms \(w_{ij}v_{ij}^2\) is zero, so each term is zero; the proof applies `Finset.sum_eq_zero_iff_of_nonpos` once per index. Strictness gives \(w_{ij}\neq0\) at different energies, hence \(v_{ij}=0\) there. Since \(H\psi_i=e_i\psi_i\), `commutator_element` gives

\[
\langle\psi_i|[H,V]|\psi_j\rangle=(e_i-e_j)v_{ij}=0
\]

for all pairs. Completeness turns this into \([H,V]=0\), whose grid entries are

\[
H_{rs}\,(v(s)-v(r))=0 .
\]

So \(v\) is equal on any two coupled points. Conversely, such a \(v\) commutes with \(H\), has no elements between different energies and induces no density. This is `no_response_iff`.

Fermi–Dirac occupations decrease strictly for \(\beta>0\). The hypothesis `hconn` says that a chain of nonzero couplings joins any two points; induction along the chain makes \(v\) constant. `dimer_witness` checks the orbital and connectivity hypotheses for two sites with a single hopping term.

## A dimer with inverted occupations

Take the dimer with energies \(-1,1\) and potential \(v=(1,-1)\). Then \(v_{12}=v_{21}=1\) and \(v_{11}=v_{22}=0\). Occupations \((1,0)\) give \(w_{12}=-\tfrac12\) and quadratic form \(-1\). The inverted occupations \((0,1)\) give \(+1\), so negativity fails without the ordering. Equal occupations \((1,1)\) give \(\chi_0=0\): the ordering holds, but without strictness a non-constant potential goes unanswered.

## Checks on a computed response

A sum-over-states code can apply \(\chi_0\) to a potential by forming \(v_{ij}\), multiplying by \(w_{ij}\) and adding up the orbital products. For real orthonormal orbitals and fixed occupations that do not increase with energy, the matrix of \(\chi_0\) should be symmetric, have no positive eigenvalue and have zero row sums, up to rounding. Leaving out empty orbitals preserves all three properties, because they do not need completeness; these checks therefore cannot reveal an unconverged sum.

In self-consistent screening on a finite grid, with a symmetric positive semidefinite interaction \(K\) and this static \(\chi_0\), the sign ensures that \(1-K^{1/2}\chi_0K^{1/2}\) has eigenvalues of at least one, so the screening equation \(v=v_{\mathrm{ext}}+K\chi_0v\) has exactly one solution \(v\) for each external potential \(v_{\mathrm{ext}}\).
